# For an invertible overlap matrix, a folded-spectrum eigenvector with eigenvalue r² yields an eigenvector of the original problem at energy s − r or s + r

In a finite basis with an invertible overlap matrix S, folding the matrix H about a reference energy s gives (H − sS)S⁻¹(H − sS). The lemma `unfold_eigenvector` says that if a nonzero vector c solves the folded generalised eigenvalue problem with eigenvalue r², then either c solves Hc = (s − r)Sc, or S⁻¹(H − (s − r)S)c is a nonzero solution of the original problem at energy s + r. The matrices and the numbers s and r are complex, H and S need not be Hermitian, and the vectors need not be normalised. The proof factorises the folded matrix minus r²S as (H − (s + r)S)S⁻¹(H − (s − r)S), then asks whether the rightmost factor sends c to zero. If it does, the first alternative holds; if not, the attempt shows that the second vector is nonzero and satisfies its equation.

In Lean, a first try:

```lean
import Mathlib

open Matrix
open scoped ComplexOrder

namespace FoldedSpectrum

noncomputable section

variable {n : Type*} [Fintype n] [DecidableEq n]

/-- The nonzero coefficient vector `c` solves `A c = z S c` in a basis with overlap `S`. -/
def IsGenEigenvector (A S : Matrix n n ℂ) (z : ℂ) (c : n → ℂ) : Prop :=
  c ≠ 0 ∧ A *ᵥ c = z • (S *ᵥ c)

/-- The folded Hamiltonian `(H - s S) S⁻¹ (H - s S)` with reference energy `s`. -/
def folded (H S : Matrix n n ℂ) (s : ℂ) : Matrix n n ℂ :=
  (H - s • S) * S⁻¹ * (H - s • S)

omit [DecidableEq n] in
/-- A generalised eigenvector is a nonzero vector annihilated by `A - z S`. -/
theorem isGenEigenvector_iff (A S : Matrix n n ℂ) (z : ℂ) (c : n → ℂ) :
    IsGenEigenvector A S z c ↔ c ≠ 0 ∧ (A - z • S) *ᵥ c = 0 := by
  unfold IsGenEigenvector
  rw [Matrix.sub_mulVec, Matrix.smul_mulVec, sub_eq_zero]

/-- For an invertible overlap, the folded Hamiltonian minus `r² S` factorises into the
original problem shifted to the energies `s + r` and `s - r`. -/
theorem folded_sub_sq (H S : Matrix n n ℂ) (hS : IsUnit S.det) (s r : ℂ) :
    folded H S s - r ^ 2 • S = (H - (s + r) • S) * S⁻¹ * (H - (s - r) • S) := by
  have h1 : S⁻¹ * S = 1 := Matrix.nonsing_inv_mul S hS
  have h2 : S * S⁻¹ = 1 := Matrix.mul_nonsing_inv S hS
  have hp : H - (s + r) • S = (H - s • S) - r • S := by module
  have hm : H - (s - r) • S = (H - s • S) + r • S := by module
  rw [hp, hm]
  unfold folded
  generalize H - s • S = A
  -- the two cross terms `r A` cancel
  have e1 : (A - r • S) * S⁻¹ = A * S⁻¹ - r • (1 : Matrix n n ℂ) := by
    rw [sub_mul, smul_mul_assoc, h2]
  have e2 : A * S⁻¹ * S = A := by rw [mul_assoc, h1, mul_one]
  rw [e1, sub_mul, mul_add, mul_smul_comm, e2, smul_mul_assoc, one_mul]
  module

/-- For invertible `S`, an eigenvector of `(H, S)` at `e` is an eigenvector of the folded problem
with eigenvalue `(e - s)²`. -/
theorem IsGenEigenvector.folded {H S : Matrix n n ℂ} (hS : IsUnit S.det) {e : ℂ}
    {c : n → ℂ} (h : IsGenEigenvector H S e c) (s : ℂ) :
    IsGenEigenvector (folded H S s) S ((e - s) ^ 2) c := by
  rw [isGenEigenvector_iff] at h ⊢
  refine ⟨h.1, ?_⟩
  have h1 : (e - s) ^ 2 = (s - e) ^ 2 := by ring
  have h2 : s - (s - e) = e := by ring
  rw [h1, folded_sub_sq H S hS, h2, ← Matrix.mulVec_mulVec, h.2, Matrix.mulVec_zero]

/-- For invertible `S`, a folded eigenvector `c` with eigenvalue `r²` either solves the original
problem at energy `s - r`, or `S⁻¹ (H - (s - r) S) c` solves it at energy `s + r`. -/
theorem unfold_eigenvector {H S : Matrix n n ℂ} (hS : IsUnit S.det) {s r : ℂ} {c : n → ℂ}
    (h : IsGenEigenvector (folded H S s) S (r ^ 2) c) :
    IsGenEigenvector H S (s - r) c ∨
      IsGenEigenvector H S (s + r) (S⁻¹ *ᵥ ((H - (s - r) • S) *ᵥ c)) := by
  rw [isGenEigenvector_iff, folded_sub_sq H S hS] at h
  rw [isGenEigenvector_iff, isGenEigenvector_iff]
  by_cases h0 : (H - (s - r) • S) *ᵥ c = 0
  · exact Or.inl ⟨h.1, h0⟩
  · refine Or.inr ⟨fun hv => h0 ?_, ?_⟩
    · -- applying `S` recovers the vector before multiplication by `S⁻¹`
      have h3 := congrArg (fun v => S *ᵥ v) hv
      simpa only [Matrix.mulVec_mulVec, ← mul_assoc, Matrix.mul_nonsing_inv S hS,
        one_mul, Matrix.mulVec_zero] using h3
    · rw [Matrix.mulVec_mulVec, Matrix.mulVec_mulVec, ← mul_assoc]
      exact h.2

end

end FoldedSpectrum
```

The compiler's answer:

```
Main.lean:71:54: error: Tactic `rewrite` failed: Did not find an occurrence of the pattern
  ?a * (?b * ?c)
in the target expression
  ((H - (s + r) • S) * S⁻¹ * (H - (s - r) • S)) *ᵥ c = 0

case neg.refine_2
n : Type u_1
inst✝¹ : Fintype n
inst✝ : DecidableEq n
H S : Matrix n n ℂ
hS : IsUnit S.det
s r : ℂ
c : n → ℂ
h : c ≠ 0 ∧ ((H - (s + r) • S) * S⁻¹ * (H - (s - r) • S)) *ᵥ c = 0
h0 : ¬(H - (s - r) • S) *ᵥ c = 0
⊢ ((H - (s + r) • S) * S⁻¹ * (H - (s - r) • S)) *ᵥ c = 0
```

Cause. The error is in the last step, which shows that the second vector satisfies the equation at energy s + r. There the goal applies three matrices to `c` one after another. Each `Matrix.mulVec_mulVec` turns two successive applications into one application of a product. The first rewrite merges the outer two matrices, and the second brings in the third, so the product is already grouped from the left, as (first · second) · third.

The next rewrite, `← mul_assoc`, looks for a product grouped from the right, `?a * (?b * ?c)`, in order to regroup it from the left. The goal contains none, and `rw` fails when it cannot find its pattern. The goal printed in the message is already the same equation as the second half of `h`. Removing `← mul_assoc` therefore cures the error: the two remaining rewrites succeed, and `exact h.2` closes the goal.

This version goes through:

```diff
@@ -69,5 +69,5 @@
       simpa only [Matrix.mulVec_mulVec, ← mul_assoc, Matrix.mul_nonsing_inv S hS,
         one_mul, Matrix.mulVec_zero] using h3
-    · rw [Matrix.mulVec_mulVec, Matrix.mulVec_mulVec, ← mul_assoc]
+    · rw [Matrix.mulVec_mulVec, Matrix.mulVec_mulVec]
       exact h.2
 
```
